# The phase of the overlap of two normalised states agrees with its imaginary part to within 15 times the cube of their distance

The theorem `arg_sub_im_le` takes two normalised vectors x and y in a complex inner product space, which may have any dimension. It states that the principal argument of the overlap ⟨x, y⟩ differs from the imaginary part of ⟨x, y⟩ by at most 15‖x − y‖³. Writing θ for the argument and d for the distance, the proof first shows |θ| ≤ 3d, treating cos θ ≥ 0 and cos θ ≤ 0 separately. It then splits the difference into θ − sin θ and (1 − |⟨x, y⟩|) sin θ, and bounds each part by a multiple of d³.

The failing Lean file:

```lean
import Mathlib

open Complex

namespace MidpointBerryPhase

noncomputable section

variable {E : Type*} [NormedAddCommGroup E] [InnerProductSpace ℂ E]

/-- A function that vanishes at the origin and whose slope is at most `M |t|^k` in absolute value
between `-|h|` and `|h|` is at most `M |h|^(k+1)` in absolute value at `h`. -/
theorem growth_bound {φ φ' : ℝ → ℝ} {M h : ℝ} {k : ℕ} (hd : ∀ t, HasDerivAt φ (φ' t) t)
    (h0 : φ 0 = 0) (hM : 0 ≤ M) (hb : ∀ t, |t| ≤ |h| → |φ' t| ≤ M * |t| ^ k) :
    |φ h| ≤ M * |h| ^ (k + 1) := by
  have key : ‖φ h - φ 0‖ ≤ M * |h| ^ k * ‖h - 0‖ := by
    refine Convex.norm_image_sub_le_of_norm_hasDerivWithin_le (f' := φ')
      (s := Set.Icc (-|h|) |h|) (fun t _ => (hd t).hasDerivWithinAt) ?_
      (convex_Icc _ _) ?_ ?_
    · intro t ht
      have ht' : |t| ≤ |h| := abs_le.2 ht
      rw [Real.norm_eq_abs]
      exact (hb t ht').trans (by gcongr)
    · exact ⟨by linarith [abs_nonneg h], abs_nonneg h⟩
    · exact ⟨neg_abs_le h, le_abs_self h⟩
  rw [h0, sub_zero, sub_zero, Real.norm_eq_abs, Real.norm_eq_abs] at key
  calc |φ h| ≤ M * |h| ^ k * |h| := key
    _ = M * |h| ^ (k + 1) := by ring

/-- For two normalised states, the phase of the overlap and its imaginary part differ by at
most `15` times the cube of the distance between the states. -/
theorem arg_sub_im_le {x y : E} (hx : ‖x‖ = 1) (hy : ‖y‖ = 1) :
    |arg (inner ℂ x y) - (inner ℂ x y).im| ≤ 15 * ‖x - y‖ ^ 3 := by
  have hre : ‖x - y‖ ^ 2 = ‖x‖ ^ 2 - 2 * (inner ℂ x y).re + ‖y‖ ^ 2 :=
    norm_sub_sq (𝕜 := ℂ) x y
  have hr : ‖inner ℂ x y‖ ≤ 1 := by
    have := norm_inner_le_norm (𝕜 := ℂ) x y
    rwa [hx, hy, one_mul] at this
  rw [hx, hy] at hre
  generalize inner ℂ x y = z at *
  have d0 := norm_nonneg (x - y)
  generalize ‖x - y‖ = d at *
  have hc := Complex.norm_mul_cos_arg z
  have hs := Complex.norm_mul_sin_arg z
  have hrz := Complex.re_le_norm z
  have hpi := Complex.abs_arg_le_pi z
  have r0 := norm_nonneg z
  generalize arg z = θ at *
  have pi2 : Real.pi ^ 2 ≤ 10 := by nlinarith [Real.pi_lt_d2, Real.pi_pos]
  have θ2 : θ ^ 2 ≤ Real.pi ^ 2 := by
    rw [← sq_abs θ]
    exact pow_le_pow_left₀ (abs_nonneg θ) hpi 2
  -- the angle is controlled by the distance
  have hθ : |θ| ≤ 3 * d := by
    refine abs_le_of_sq_le_sq ?_ (by positivity)
    rcases le_total 0 (Real.cos θ) with h | h
    · have q := Real.cos_quadratic_upper_bound hpi
      have p : 1 / 5 ≤ 2 / Real.pi ^ 2 := by
        rw [div_le_div_iff₀ (by norm_num) (by positivity)]
        linarith
      have p' := mul_le_mul_of_nonneg_right p (sq_nonneg θ)
      have c' := mul_le_mul_of_nonneg_right hr h
      nlinarith [sq_nonneg d]
    · have c' := mul_nonneg r0 (neg_nonneg.2 h)
      nlinarith
  have sin1 : |Real.sin θ| ≤ |θ| := by
    have := growth_bound (h := θ) (M := 1) (k := 0) Real.hasDerivAt_sin Real.sin_zero
      zero_le_one (fun t _ => by simpa using Real.abs_cos_le_one t)
    simpa using this
  have sin3 : |θ - Real.sin θ| ≤ 1 / 2 * |θ| ^ 3 :=
    growth_bound (φ := fun t => t - Real.sin t) (φ' := fun t => 1 - Real.cos t) (k := 2)
      (fun t => (hasDerivAt_id' t).fun_sub (Real.hasDerivAt_sin t)) (by simp) (by norm_num)
      (fun t _ => by
        rw [abs_of_nonneg (by linarith [Real.cos_le_one t]), sq_abs]
        linarith [Real.one_sub_sq_div_two_le_cos (x := t)])
  have split : θ - z.im = (θ - Real.sin θ) + (1 - ‖z‖) * Real.sin θ := by
    rw [← hs]; ring
  have r1 : 1 - ‖z‖ ≤ d ^ 2 / 2 := by linarith
  calc |θ - z.im| ≤ |θ - Real.sin θ| + |(1 - ‖z‖) * Real.sin θ| := by
        rw [split]; exact abs_add_le _ _
    _ = |θ - Real.sin θ| + (1 - ‖z‖) * |Real.sin θ| := by
        rw [abs_mul, abs_of_nonneg (sub_nonneg.2 hr)]
    _ ≤ 1 / 2 * |θ| ^ 3 + d ^ 2 / 2 * |θ| :=
        add_le_add sin3 (mul_le_mul r1 sin1 (abs_nonneg _) (by positivity))
    _ ≤ 1 / 2 * (3 * d) ^ 3 + d ^ 2 / 2 * (3 * d) := by gcongr
    _ = 15 * d ^ 3 := by ring

end

end MidpointBerryPhase
```

Messages:

```
Main.lean:57:16: error(lean.unknownIdentifier): Unknown constant `Real.cos_quadratic_upper_bound`
```

Diagnosis. The message says that Lean knows no constant called `Real.cos_quadratic_upper_bound`: the imported Mathlib has no declaration of that name. The proof cited it in the case cos θ ≥ 0, to obtain an upper bound on cos θ that is quadratic in θ.

The repair states the bound needed, cos θ ≤ 1 − 2θ²/π², and proves it on the spot. Since |θ| ≤ π, the half-angle |θ|/2 lies between 0 and π/2, where Jordan's inequality, `Real.mul_le_sin`, gives (2/π)(|θ|/2) ≤ sin(|θ|/2). Squaring this gives θ²/π² ≤ sin²(|θ|/2); the equation `e` puts the left side into the form used in the goal. The double-angle formula `Real.cos_two_mul`, with `Real.cos_abs` to remove the absolute value, expresses cos θ through cos²(|θ|/2). Together with sin² + cos² = 1 this gives cos θ = 1 − 2 sin²(|θ|/2), and the bound follows. The result keeps the name `q`, so the rest of the proof stands unchanged.

After these edits no error is left:

```diff
@@ -55,5 +55,14 @@
     refine abs_le_of_sq_le_sq ?_ (by positivity)
     rcases le_total 0 (Real.cos θ) with h | h
-    · have q := Real.cos_quadratic_upper_bound hpi
+    · have q : Real.cos θ ≤ 1 - 2 / Real.pi ^ 2 * θ ^ 2 := by
+        -- half-angle formula and Jordan's inequality
+        have m := Real.mul_le_sin (x := |θ| / 2) (by positivity) (by linarith)
+        have m2 := pow_le_pow_left₀ (by positivity) m 2
+        have e : (2 / Real.pi * (|θ| / 2)) ^ 2 = 2 / Real.pi ^ 2 * θ ^ 2 / 2 := by
+          rw [← sq_abs θ]; ring
+        rw [e] at m2
+        have c2 := Real.cos_two_mul (|θ| / 2)
+        rw [show 2 * (|θ| / 2) = |θ| by ring, Real.cos_abs] at c2
+        linarith [Real.sin_sq_add_cos_sq (|θ| / 2)]
       have p : 1 / 5 ≤ 2 / Real.pi ^ 2 := by
         rw [div_le_div_iff₀ (by norm_num) (by positivity)]
```
